# The Lüders bound on Leggett–Garg correlations of ±1 observables

A quantity with values $\pm1$ is measured at two of several times, in separate runs for each pair, always from the same initial state. Any one pair of outcomes can be perfectly correlated. If the earlier measurement follows Lüders' rule, how large can the sum of the correlations between neighbouring times, minus that between the first and last, become?

In the Heisenberg picture the quantity at successive times is a list of operators $Q_0,\dots,Q_N$ on a complex inner product space `E` of any dimension. `IsDichotomic` says that each is Hermitian and squares to one; $Q=\pm1$ is allowed. No Hamiltonian is specified.

In Lean 4 with Mathlib:

```lean
import Mathlib

open Real

namespace LeggettGargLuders

noncomputable section

variable {E : Type*} [NormedAddCommGroup E] [InnerProductSpace ℂ E]

/-- A dichotomic observable: a Hermitian operator whose square is the identity. -/
def IsDichotomic (Q : E →ₗ[ℂ] E) : Prop :=
  Q.IsSymmetric ∧ ∀ x, Q (Q x) = x
```

For a pure state $\psi$ with $\|\psi\|=1$, the correlator is $C_{AB}=\mathrm{Re}\langle\psi,AB\psi\rangle=\tfrac12\langle AB+BA\rangle$, and $C_{ij}$ stands for $C_{Q_iQ_j}$. It equals the measured two-time correlation if the earlier measurement projects onto the two eigenspaces of $Q$ (Lüders' rule). That identification is physical input and enters no hypothesis below.

```lean
/-- The symmetrised correlator `Re ⟨ψ, A B ψ⟩` of two observables in the state `ψ`. -/
def corr (ψ : E) (A B : E →ₗ[ℂ] E) : ℝ := (inner ℂ ψ (A (B ψ))).re
```

The quantity to bound is $C_{01}+\dots+C_{N-1,N}-C_{0N}$. Here $N$ counts the intervals; the literature often labels the combination by the number of times, $N+1$.

```lean
/-- The Leggett-Garg combination `C₀₁ + C₁₂ + ⋯ + C_{N-1,N} - C_{0N}` of the observables
`Q 0, …, Q N` in the state `ψ`. -/
def lgString (ψ : E) (Q : ℕ → E →ₗ[ℂ] E) (N : ℕ) : ℝ :=
  ∑ k ∈ Finset.range N, corr ψ (Q k) (Q (k + 1)) - corr ψ (Q 0) (Q N)
```

## (a) Length of a superposition

Show that for real $p,q,r$ and dichotomic $A,B,C$
$$\|pA\psi-qB\psi+rC\psi\|^2=p^2+q^2+r^2-2pq\,C_{AB}-2qr\,C_{BC}+2pr\,C_{AC}.$$

**Solution.** Hermiticity gives $\mathrm{Re}\langle A\psi,B\psi\rangle=C_{AB}$ and $\|A\psi\|^2=\langle\psi,A^2\psi\rangle=1$. Expand the square; each cross term appears twice. In the code, `key` and `sym` supply the cross terms and `self` the unit lengths.

```lean
/-- For dichotomic observables and a unit state, the squared length of
`p Aψ - q Bψ + r Cψ` with real weights is fixed by the three correlators. -/
theorem norm_sq_superposition {ψ : E} (hψ : ‖ψ‖ = 1) {A B C : E →ₗ[ℂ] E}
    (hA : IsDichotomic A) (hB : IsDichotomic B) (hC : IsDichotomic C) (p q r : ℝ) :
    ‖(p : ℂ) • A ψ - (q : ℂ) • B ψ + (r : ℂ) • C ψ‖ ^ 2 =
      p ^ 2 + q ^ 2 + r ^ 2 - 2 * p * q * corr ψ A B - 2 * q * r * corr ψ B C
        + 2 * p * r * corr ψ A C := by
  -- Hermiticity turns correlators into overlaps of the vectors `Qψ`
  have key : ∀ S T : E →ₗ[ℂ] E, IsDichotomic S →
      (inner ℂ (S ψ) (T ψ)).re = corr ψ S T :=
    fun S T hS => congrArg Complex.re (hS.1 ψ (T ψ))
  have sym : ∀ S T : E →ₗ[ℂ] E, IsDichotomic S →
      (inner ℂ (T ψ) (S ψ)).re = corr ψ S T :=
    fun S T hS => (inner_re_symm (𝕜 := ℂ) (T ψ) (S ψ)).trans (key S T hS)
  -- the vectors `Qψ` have unit length
  have self : ∀ S : E →ₗ[ℂ] E, IsDichotomic S → (inner ℂ (S ψ) (S ψ)).re = 1 := by
    intro S hS
    rw [hS.1 ψ (S ψ), hS.2]
    exact (inner_self_eq_norm_sq (𝕜 := ℂ) ψ).trans (by rw [hψ, one_pow])
  rw [← inner_self_eq_norm_sq (𝕜 := ℂ)]
  simp only [inner_add_left, inner_add_right, inner_sub_left, inner_sub_right,
    inner_smul_left, inner_smul_right, Complex.conj_ofReal, RCLike.re_to_complex,
    Complex.add_re, Complex.sub_re, Complex.re_ofReal_mul, self A hA, self B hB, self C hC,
    key A B hA, key B C hB, key A C hA, sym A B hA, sym B C hB, sym A C hA]
  ring
```

## (b) Three correlators and two angles

Let $\sin a>0$ and $\sin(a+b)>0$. Show that
$$C_{BC}+\tfrac{\sin b}{\sin a}C_{AB}-\tfrac{\sin b}{\sin(a+b)}C_{AC}\le\cos b+\tfrac{\sin b}{\sin a}\cos a-\tfrac{\sin b}{\sin(a+b)}\cos(a+b).$$

**Solution.** Put $p=\sin b$, $q=\sin(a+b)$, $r=\sin a$ in (a). The left side there is non-negative, so
$$2pq\,C_{AB}+2qr\,C_{BC}-2pr\,C_{AC}\le p^2+q^2+r^2.$$
Plane unit vectors at angles $0,a,a+b$ satisfy $pu_0-qu_a+ru_{a+b}=0$. Squaring this gives
$$p^2+q^2+r^2=2pq\cos a+2qr\cos b-2pr\cos(a+b),$$
which is `trig`, proved there from the addition formulas. Insert it and divide by $2qr>0$.

```lean
/-- Three dichotomic observables in a unit state obey a weighted correlation inequality whose
right side is its value for coplanar directions at angles `0`, `a`, `a + b`, provided
`sin a` and `sin (a + b)` are positive. -/
theorem chain_step {ψ : E} (hψ : ‖ψ‖ = 1) {A B C : E →ₗ[ℂ] E}
    (hA : IsDichotomic A) (hB : IsDichotomic B) (hC : IsDichotomic C) {a b : ℝ}
    (ha : 0 < sin a) (hab : 0 < sin (a + b)) :
    corr ψ B C + sin b / sin a * corr ψ A B - sin b / sin (a + b) * corr ψ A C ≤
      cos b + sin b / sin a * cos a - sin b / sin (a + b) * cos (a + b) := by
  have hn := norm_sq_superposition hψ hA hB hC (sin b) (sin (a + b)) (sin a)
  have hpos := sq_nonneg
    ‖(sin b : ℂ) • A ψ - (sin (a + b) : ℂ) • B ψ + (sin a : ℂ) • C ψ‖
  rw [hn] at hpos
  -- the same combination vanishes for coplanar unit vectors
  have trig : sin b ^ 2 + sin (a + b) ^ 2 + sin a ^ 2 =
      2 * sin (a + b) * sin a * cos b + 2 * sin b * sin (a + b) * cos a
        - 2 * sin a * sin b * cos (a + b) := by
    rw [sin_add, cos_add]
    linear_combination (-sin a ^ 2) * sin_sq_add_cos_sq b - sin b ^ 2 * sin_sq_add_cos_sq a
  have hlin : sin (a + b) * sin a * (corr ψ B C - cos b)
      + sin b * sin (a + b) * (corr ψ A B - cos a)
      - sin a * sin b * (corr ψ A C - cos (a + b)) ≤ 0 := by linarith
  have hdiv := div_nonpos_of_nonpos_of_nonneg hlin (mul_pos ha hab).le
  have ha' := ha.ne'
  have hab' := hab.ne'
  have e : (sin (a + b) * sin a * (corr ψ B C - cos b)
      + sin b * sin (a + b) * (corr ψ A B - cos a)
      - sin a * sin b * (corr ψ A C - cos (a + b))) / (sin a * sin (a + b)) =
      (corr ψ B C - cos b) + sin b / sin a * (corr ψ A B - cos a)
        - sin b / sin (a + b) * (corr ψ A C - cos (a + b)) := by
    field_simp
  rw [e] at hdiv
  linarith
```

## (c) A telescoping chain

Let $w_k=\sin\theta/\sin((k+1)\theta)$, with $\sin((j+1)\theta)>0$ for $0\le j\le k$. Show that
$$\sum_{j=0}^{k}C_{j,j+1}-w_kC_{0,k+1}\le(k+1)\cos\theta-w_k\cos((k+1)\theta).$$

**Solution.** For $k=0$, $w_0=1$ and both sides vanish. For the step, apply (b) to $Q_0,Q_{k+1},Q_{k+2}$ with $a=(k+1)\theta$, $b=\theta$:
$$C_{k+1,k+2}+w_kC_{0,k+1}-w_{k+1}C_{0,k+2}\le\cos\theta+w_k\cos((k+1)\theta)-w_{k+1}\cos((k+2)\theta).$$
Adding this to the case $k$ cancels the $w_k$ terms and leaves the case $k+1$.

```lean
/-- Bound on a chain of successive correlators of dichotomic observables in a unit state, closed
by a weighted correlator of its ends, when the sines of `θ, 2θ, …, (k+1)θ` are positive. -/
theorem chain_bound {ψ : E} (hψ : ‖ψ‖ = 1) {Q : ℕ → E →ₗ[ℂ] E} {θ : ℝ} (k : ℕ)
    (hQ : ∀ j ≤ k + 1, IsDichotomic (Q j)) (hs : ∀ j ≤ k, 0 < sin (((j : ℝ) + 1) * θ)) :
    ∑ j ∈ Finset.range (k + 1), corr ψ (Q j) (Q (j + 1))
        - sin θ / sin (((k : ℝ) + 1) * θ) * corr ψ (Q 0) (Q (k + 1)) ≤
      ((k : ℝ) + 1) * cos θ - sin θ / sin (((k : ℝ) + 1) * θ) * cos (((k : ℝ) + 1) * θ) := by
  induction k with
  | zero =>
    have h := (hs 0 le_rfl).ne'
    simp only [Nat.cast_zero, zero_add, one_mul] at h ⊢
    rw [Finset.sum_range_one, div_self h]
    simp
  | succ k ih =>
    have h1 := ih (fun j hj => hQ j (by omega)) (fun j hj => hs j (by omega))
    have e : (((k + 1 : ℕ) : ℝ) + 1) * θ = ((k : ℝ) + 1) * θ + θ := by push_cast; ring
    have e2 : (((k + 1 : ℕ) : ℝ) + 1) * cos θ = ((k : ℝ) + 1) * cos θ + cos θ := by
      push_cast; ring
    have hs' := hs (k + 1) le_rfl
    rw [e] at hs'
    -- the weighted end-to-end correlators telescope
    have h2 := chain_step hψ (hQ 0 (by omega)) (hQ (k + 1) (by omega))
      (hQ (k + 1 + 1) le_rfl) (hs k (by omega)) hs'
    rw [Finset.sum_range_succ, e, e2]
    linarith
```

## (d) The bound for any number of times

Show that
$$C_{01}+\dots+C_{N-1,N}-C_{0N}\le(N+1)\cos\frac{\pi}{N+1}.$$

**Solution.** For $N\ge1$ take $\theta=\pi/(N+1)$ and $k=N-1$ in (c). The angles $\theta,\dots,N\theta$ lie strictly between $0$ and $\pi$, so their sines are positive. Since $N\theta=\pi-\theta$, we have $w_{N-1}=1$ and $\cos N\theta=-\cos\theta$, and the right side becomes $(N+1)\cos\theta$. For $N=0$ both sides are $-1$, because $C_{00}=1$.

```lean
/-- Lüders bound for `N + 1` dichotomic observables in a unit state: the Leggett-Garg
combination is at most `(N + 1) cos (π / (N + 1))`. -/
theorem luders_bound {ψ : E} (hψ : ‖ψ‖ = 1) {Q : ℕ → E →ₗ[ℂ] E} (N : ℕ)
    (hQ : ∀ k ≤ N, IsDichotomic (Q k)) :
    lgString ψ Q N ≤ ((N : ℝ) + 1) * cos (π / ((N : ℝ) + 1)) := by
  cases N with
  | zero =>
    have h0 := hQ 0 le_rfl
    have h := norm_sq_superposition hψ h0 h0 h0 1 1 0
    simp only [Complex.ofReal_one, Complex.ofReal_zero, one_smul, zero_smul, sub_self,
      add_zero, norm_zero] at h
    have h1 : corr ψ (Q 0) (Q 0) = 1 := by linarith
    simp [lgString, h1]
  | succ n =>
    have hθ : 0 < π / (((n + 1 : ℕ) : ℝ) + 1) := by positivity
    have hm : ((n : ℝ) + 1) * (π / (((n + 1 : ℕ) : ℝ) + 1)) =
        π - π / (((n + 1 : ℕ) : ℝ) + 1) := by
      have h : (((n + 1 : ℕ) : ℝ) + 1) * (π / (((n + 1 : ℕ) : ℝ) + 1)) = π :=
        mul_div_cancel₀ _ (by positivity)
      have c : ((n + 1 : ℕ) : ℝ) = (n : ℝ) + 1 := by push_cast; ring
      rw [c] at h ⊢
      linarith
    generalize π / (((n + 1 : ℕ) : ℝ) + 1) = θ at hθ hm ⊢
    have hs : ∀ j ≤ n, 0 < sin (((j : ℝ) + 1) * θ) := by
      intro j hj
      have hj' : (j : ℝ) ≤ n := by exact_mod_cast hj
      have hle : ((j : ℝ) + 1) * θ ≤ ((n : ℝ) + 1) * θ := by gcongr
      exact sin_pos_of_pos_of_lt_pi (by positivity) (by linarith)
    have h := chain_bound hψ n hQ hs
    have hn := (hs n le_rfl).ne'
    rw [hm, sin_pi_sub] at hn
    -- at this angle the closing weight is one
    rw [hm, sin_pi_sub, cos_pi_sub, div_self hn] at h
    have e : (((n + 1 : ℕ) : ℝ) + 1) * cos θ = ((n : ℝ) + 1) * cos θ + cos θ := by
      push_cast; ring
    rw [e]
    unfold lgString
    linarith
```

## (e) Three times

With labels $1,2,3$, show directly that $C_{12}+C_{23}-C_{13}\le\tfrac32$.

**Solution.** Equal weights $p=q=r=1$ in (a) give $0\le3-2(C_{12}+C_{23}-C_{13})$. If the quantity had a definite value $\pm1$ at every time and the earlier measurement did not disturb the later value, the combination would be at most $1$. The bound $\tfrac32$ limits how far quantum correlators of this symmetrised form can exceed that.

```lean
/-- Lüders bound for three dichotomic observables in a unit state:
`C₁₂ + C₂₃ - C₁₃ ≤ 3/2`. -/
theorem luders_bound_three {ψ : E} (hψ : ‖ψ‖ = 1) {Q₁ Q₂ Q₃ : E →ₗ[ℂ] E}
    (h₁ : IsDichotomic Q₁) (h₂ : IsDichotomic Q₂) (h₃ : IsDichotomic Q₃) :
    corr ψ Q₁ Q₂ + corr ψ Q₂ Q₃ - corr ψ Q₁ Q₃ ≤ 3 / 2 := by
  have h := norm_sq_superposition hψ h₁ h₂ h₃ 1 1 1
  have hpos := sq_nonneg ‖((1 : ℝ) : ℂ) • Q₁ ψ - ((1 : ℝ) : ℂ) • Q₂ ψ + ((1 : ℝ) : ℂ) • Q₃ ψ‖
  linarith
```

## (f) When equality holds

Show that $C_{12}+C_{23}-C_{13}=\tfrac32$ if and only if $Q_2\psi=Q_1\psi+Q_3\psi$.

**Solution.** By (a), $\|Q_1\psi-Q_2\psi+Q_3\psi\|^2=3-2(C_{12}+C_{23}-C_{13})$. The right side is zero exactly at $\tfrac32$, and the norm is zero exactly when the vector is.

```lean
/-- For dichotomic observables and a unit state, the value `3/2` is reached exactly when
`Q₂ψ = Q₁ψ + Q₃ψ`. -/
theorem luders_saturation_iff {ψ : E} (hψ : ‖ψ‖ = 1) {Q₁ Q₂ Q₃ : E →ₗ[ℂ] E}
    (h₁ : IsDichotomic Q₁) (h₂ : IsDichotomic Q₂) (h₃ : IsDichotomic Q₃) :
    corr ψ Q₁ Q₂ + corr ψ Q₂ Q₃ - corr ψ Q₁ Q₃ = 3 / 2 ↔ Q₂ ψ = Q₁ ψ + Q₃ ψ := by
  have n := norm_sq_superposition hψ h₁ h₂ h₃ 1 1 1
  simp only [Complex.ofReal_one, one_smul] at n
  constructor
  · intro h
    have hz : ‖Q₁ ψ - Q₂ ψ + Q₃ ψ‖ ^ 2 = 0 := by linarith
    have hv := norm_eq_zero.mp ((pow_eq_zero_iff two_ne_zero).mp hz)
    linear_combination (norm := module) (-1 : ℂ) • hv
  · intro h
    have hz : Q₁ ψ - Q₂ ψ + Q₃ ψ = 0 := by rw [h]; abel
    rw [hz, norm_zero] at n
    linarith
```

## (g) Coplanar qubit observables

Let $S_\varphi=\cos\varphi\,\sigma_z+\sin\varphi\,\sigma_x$ on $\mathbb C^2$, written `spin φ`; $\varphi$ is an angle on the Bloch sphere. Show that $S_\varphi$ is Hermitian and $S_\varphi^2=1$.

**Solution.** Its matrix $\begin{pmatrix}\cos\varphi&\sin\varphi\\ \sin\varphi&-\cos\varphi\end{pmatrix}$ is real and symmetric, and its square is $(\cos^2\varphi+\sin^2\varphi)\,1$. The code checks both properties by components.

```lean
/-- The qubit observable `cos φ σ_z + sin φ σ_x`, along the direction at angle `φ` in the
`z`-`x` plane. -/
def spin (φ : ℝ) : EuclideanSpace ℂ (Fin 2) →ₗ[ℂ] EuclideanSpace ℂ (Fin 2) where
  toFun x := !₂[(cos φ : ℂ) * x 0 + (sin φ : ℂ) * x 1, (sin φ : ℂ) * x 0 - (cos φ : ℂ) * x 1]
  map_add' x y := by ext i; fin_cases i <;> simp <;> ring
  map_smul' c x := by ext i; fin_cases i <;> simp <;> ring

/-- Each coplanar qubit observable is dichotomic. -/
theorem spin_isDichotomic (φ : ℝ) : IsDichotomic (spin φ) := by
  have h0 : ∀ x, spin φ x 0 = (cos φ : ℂ) * x 0 + (sin φ : ℂ) * x 1 := fun _ => rfl
  have h1 : ∀ x, spin φ x 1 = (sin φ : ℂ) * x 0 - (cos φ : ℂ) * x 1 := fun _ => rfl
  have h : (cos φ : ℂ) ^ 2 + (sin φ : ℂ) ^ 2 = 1 := by
    rw [← Complex.ofReal_pow, ← Complex.ofReal_pow, ← Complex.ofReal_add,
      cos_sq_add_sin_sq, Complex.ofReal_one]
  refine ⟨fun x y => ?_, fun x => ?_⟩
  · simp only [PiLp.inner_apply, Fin.sum_univ_two, h0, h1, RCLike.inner_apply, map_add,
      map_sub, map_mul, Complex.conj_ofReal]
    ring
  · ext i
    fin_cases i
    · change spin φ (spin φ x) 0 = x 0
      simp only [h0, h1]
      linear_combination x 0 * h
    · change spin φ (spin φ x) 1 = x 1
      simp only [h0, h1]
      linear_combination x 1 * h
```

## (h) The qubit correlator

Show that $\mathrm{Re}\langle\psi,S_\varphi S_\chi\psi\rangle=\cos(\varphi-\chi)$ for every unit $\psi$.

**Solution.** The Pauli algebra gives $S_\varphi S_\chi=\cos(\varphi-\chi)\,1-i\sin(\varphi-\chi)\,\sigma_y$. As $\langle\sigma_y\rangle$ is real, the second term contributes nothing to the real part. The code instead expands in the components of $\psi$ and uses $\|\psi\|=1$.

```lean
/-- In every unit qubit state the correlator of two coplanar observables is the cosine of the
angle between their directions. -/
theorem corr_spin {ψ : EuclideanSpace ℂ (Fin 2)} (hψ : ‖ψ‖ = 1) (φ χ : ℝ) :
    corr ψ (spin φ) (spin χ) = cos (φ - χ) := by
  have h0 : ∀ a x, spin a x 0 = (cos a : ℂ) * x 0 + (sin a : ℂ) * x 1 := fun _ _ => rfl
  have h1 : ∀ a x, spin a x 1 = (sin a : ℂ) * x 0 - (cos a : ℂ) * x 1 := fun _ _ => rfl
  have h : (inner ℂ ψ ψ).re = 1 :=
    (inner_self_eq_norm_sq (𝕜 := ℂ) ψ).trans (by rw [hψ, one_pow])
  simp only [PiLp.inner_apply, Fin.sum_univ_two, RCLike.inner_apply, Complex.add_re,
    Complex.mul_re, Complex.conj_re, Complex.conj_im] at h
  simp only [corr, PiLp.inner_apply, Fin.sum_univ_two, h0, h1, RCLike.inner_apply,
    Complex.add_re, Complex.sub_re, Complex.mul_re, Complex.add_im, Complex.sub_im,
    Complex.mul_im, Complex.conj_re, Complex.conj_im, Complex.ofReal_re, Complex.ofReal_im]
  rw [cos_sub]
  linear_combination (cos φ * cos χ + sin φ * sin χ) * h
```

## (i) Attaining the general bound

Show that $Q_k=S_{k\theta}$ with $\theta=\pi/(N+1)$ gives, in every unit state,
$$C_{01}+\dots+C_{N-1,N}-C_{0N}=(N+1)\cos\theta.$$

**Solution.** By (h), each of the $N$ successive correlators is $\cos\theta$, and $C_{0N}=\cos N\theta=-\cos\theta$.

```lean
/-- Coplanar qubit observables at successive angles `π / (N + 1)` attain the value
`(N + 1) cos (π / (N + 1))` in every unit state. -/
theorem luders_bound_attained {ψ : EuclideanSpace ℂ (Fin 2)} (hψ : ‖ψ‖ = 1) (N : ℕ) :
    lgString ψ (fun k => spin ((k : ℝ) * (π / ((N : ℝ) + 1)))) N =
      ((N : ℝ) + 1) * cos (π / ((N : ℝ) + 1)) := by
  have hN : ((N : ℝ) + 1) * (π / ((N : ℝ) + 1)) = π := mul_div_cancel₀ _ (by positivity)
  generalize π / ((N : ℝ) + 1) = θ at hN ⊢
  have h1 : ∀ k : ℕ, cos ((k : ℝ) * θ - ((k + 1 : ℕ) : ℝ) * θ) = cos θ := by
    intro k
    have e : (k : ℝ) * θ - ((k + 1 : ℕ) : ℝ) * θ = -θ := by push_cast; ring
    rw [e, cos_neg]
  have h2 : cos (((0 : ℕ) : ℝ) * θ - (N : ℝ) * θ) = -cos θ := by
    have e : ((0 : ℕ) : ℝ) * θ - (N : ℝ) * θ = -(π - θ) := by
      rw [Nat.cast_zero]
      linear_combination -hN
    rw [e, cos_neg, cos_pi_sub]
  simp only [lgString, corr_spin hψ, h1, h2, Finset.sum_const, Finset.card_range,
    nsmul_eq_mul]
  ring
```

## (j) Attaining the three-time bound

Show that the directions $\alpha,\ \alpha+\pi/3,\ \alpha+2\pi/3$ give $C_{12}+C_{23}-C_{13}=\tfrac32$ in every unit state.

**Solution.** By (h), the correlators are $C_{12}=C_{23}=\tfrac12$ and $C_{13}=-\tfrac12$.

For a numerical instance, take $\alpha=0$ and $\psi=(1,0)$. Then $Q_1\psi=(1,0)$, $Q_2\psi=(\tfrac12,\tfrac{\sqrt3}2)$ and $Q_3\psi=(-\tfrac12,\tfrac{\sqrt3}2)$. The first and third add up to the second, as (f) requires.

```lean
/-- Three coplanar qubit observables at successive angles `π/3` give
`C₁₂ + C₂₃ - C₁₃ = 3/2` in every unit state. -/
theorem luders_bound_three_attained {ψ : EuclideanSpace ℂ (Fin 2)} (hψ : ‖ψ‖ = 1) (α : ℝ) :
    corr ψ (spin α) (spin (α + π / 3)) + corr ψ (spin (α + π / 3)) (spin (α + 2 * π / 3))
      - corr ψ (spin α) (spin (α + 2 * π / 3)) = 3 / 2 := by
  have e1 : α - (α + π / 3) = -(π / 3) := by ring
  have e2 : α + π / 3 - (α + 2 * π / 3) = -(π / 3) := by ring
  have e3 : α - (α + 2 * π / 3) = -(π - π / 3) := by ring
  rw [corr_spin hψ, corr_spin hψ, corr_spin hψ, e1, e2, e3, cos_neg, cos_neg, cos_pi_sub,
    cos_pi_div_three]
  norm_num

end

end LeggettGargLuders
```

```lean
#print axioms LeggettGargLuders.luders_bound
#print axioms LeggettGargLuders.spin_isDichotomic
#print axioms LeggettGargLuders.luders_bound_attained
#print axioms LeggettGargLuders.luders_bound_three_attained
```

```
'LeggettGargLuders.luders_bound' depends on axioms: [propext, Classical.choice, Quot.sound]
'LeggettGargLuders.spin_isDichotomic' depends on axioms: [propext, Classical.choice, Quot.sound]
'LeggettGargLuders.luders_bound_attained' depends on axioms: [propext, Classical.choice, Quot.sound]
'LeggettGargLuders.luders_bound_three_attained' depends on axioms: [propext, Classical.choice, Quot.sound]
```
